# The sum and first moment of the Poisson weights xⁿ/n!

The lemma says that, for every real x, the series of xⁿ/n! over n = 0, 1, 2, … sums to eˣ, and the series of n·xⁿ/n! sums to x·eˣ. The weights are unnormalised. When x ≥ 0, dividing them by eˣ gives the Poisson distribution, whose mean is x; this is, for instance, the distribution of the number of quanta in a coherent state with mean number x. The attempt takes the first sum from the exponential series. For the second it drops the n = 0 term, which is zero, shifts the index by one, and compares the result with x times the first series.

Lean 4 with Mathlib refuses this proof:

```lean
import Mathlib

namespace ContinuousTimeAuxiliaryField

noncomputable section

/-- Normalisation and first moment of the weights `xⁿ / n!`. -/
theorem hasSum_poisson (x : ℝ) :
    HasSum (fun n : ℕ => x ^ n / (n.factorial : ℝ)) (Real.exp x) ∧
    HasSum (fun n : ℕ => (n : ℝ) * (x ^ n / (n.factorial : ℝ))) (x * Real.exp x) := by
  have h0 : HasSum (fun n : ℕ => x ^ n / (n.factorial : ℝ)) (Real.exp x) := by
    rw [Real.exp_eq_exp_ℝ, NormedSpace.exp_eq_tsum_div]
    exact (Real.summable_pow_div_factorial x).hasSum
  refine ⟨h0, ?_⟩
  -- The factor n cancels against n!, which shifts the series by one order.
  rw [← hasSum_nat_add_iff' 1]
  convert h0.mul_left x using 1
  · funext n
    show ((n + 1 : ℕ) : ℝ) * (x ^ (n + 1) / ((n + 1).factorial : ℝ)) =
      x * (x ^ n / (n.factorial : ℝ))
    have hn : (n.factorial : ℝ) ≠ 0 := Nat.cast_ne_zero.mpr n.factorial_ne_zero
    have hn1 : (n : ℝ) + 1 ≠ 0 := by positivity
    rw [Nat.factorial_succ]
    push_cast
    field_simp <;> ring
  · simp

end

end ContinuousTimeAuxiliaryField
```

Compiling this gives:

```
Main.lean:18:4: error: Tactic `apply` failed: could not unify the conclusion of `@funext`
  ?f = ?g
with the goal
  Real.instAddCommGroup.toAddCommMonoid =
    CommRing.toNonUnitalCommRing.toNonUnitalNonAssocCommRing.toNonUnitalNonAssocSemiring.toAddCommMonoid

Note: The full type of `@funext` is
  ∀ {α : Sort ?u.51} {β : α → Sort ?u.50} {f g : (x : α) → β x}, (∀ (x : α), f x = g x) → f = g

case e'_3
x : ℝ
h0 : HasSum (fun n => x ^ n / ↑n.factorial) (Real.exp x)
⊢ Real.instAddCommGroup.toAddCommMonoid =
    CommRing.toNonUnitalCommRing.toNonUnitalNonAssocCommRing.toNonUnitalNonAssocSemiring.toAddCommMonoid
Main.lean:26:2: error: unsolved goals
case e'_5
x : ℝ
h0 : HasSum (fun n => x ^ n / ↑n.factorial) (Real.exp x)
⊢ (fun n => (↑n + 1) * (x ^ (n + 1) / ↑(n + 1).factorial)) = fun i => x * (x ^ i / ↑i.factorial)
Main.lean:10:84: error: unsolved goals
case e'_6
x : ℝ
h0 : HasSum (fun n => x ^ n / ↑n.factorial) (Real.exp x)
⊢ x * Real.exp x - ∑ i ∈ Finset.range 1, ↑i * (x ^ i / ↑i.factorial) = x * Real.exp x
```

What went wrong. The proof has two bullets, but `convert h0.mul_left x using 1` left three goals. The extra one, which came first, asks that two `AddCommMonoid` structures on ℝ be equal, one reached through ℝ's additive group and the other through its ring structure.

Every bullet therefore met the wrong goal. `funext n` failed on the equation between structures, which is not an equation between functions. `simp` was given the equality of the terms and could not finish it. The equality of the sums, for which `simp` was meant, had no bullet left.

The repair drops `convert` and proves the two intended equalities by name, the terms in `hf` and the sums in `hv`. After rewriting with them, `h0.mul_left x` proves the shifted series `h1`, and `exact h1` closes the goal. `exact` accepts structures that agree once definitions are unfolded, so their equality never becomes a separate goal.

Using `hasSum_nat_add_iff'` through `.mp` instead of `rw` makes the same index shift, which had already worked. Putting `field_simp` and `ring` on separate lines is mere tidying.

The mended proof, as a diff:

```diff
@@ -14,15 +14,21 @@
   refine ⟨h0, ?_⟩
   -- The factor n cancels against n!, which shifts the series by one order.
-  rw [← hasSum_nat_add_iff' 1]
-  convert h0.mul_left x using 1
-  · funext n
-    show ((n + 1 : ℕ) : ℝ) * (x ^ (n + 1) / ((n + 1).factorial : ℝ)) =
-      x * (x ^ n / (n.factorial : ℝ))
+  have hf : (fun n : ℕ => ((n + 1 : ℕ) : ℝ) * (x ^ (n + 1) / ((n + 1).factorial : ℝ))) =
+      fun n : ℕ => x * (x ^ n / (n.factorial : ℝ)) := by
+    funext n
     have hn : (n.factorial : ℝ) ≠ 0 := Nat.cast_ne_zero.mpr n.factorial_ne_zero
     have hn1 : (n : ℝ) + 1 ≠ 0 := by positivity
     rw [Nat.factorial_succ]
     push_cast
-    field_simp <;> ring
-  · simp
+    field_simp
+    ring
+  have hv : x * Real.exp x - ∑ i ∈ Finset.range 1, (i : ℝ) * (x ^ i / (i.factorial : ℝ)) =
+      x * Real.exp x := by simp
+  have h1 : HasSum (fun n : ℕ => ((n + 1 : ℕ) : ℝ) * (x ^ (n + 1) / ((n + 1).factorial : ℝ)))
+      (x * Real.exp x - ∑ i ∈ Finset.range 1, (i : ℝ) * (x ^ i / (i.factorial : ℝ))) := by
+    rw [hf, hv]
+    exact h0.mul_left x
+  refine (hasSum_nat_add_iff' 1).mp ?_
+  exact h1
 
 end
```
